# Two-pass gradient of a pairwise dispersion energy with coordination-dependent coefficients

For finitely many atoms, let the coordination numbers and the dispersion energy be

$$N_i=\sum_{k\ne i}h_{ik}(r_{ik}),\qquad E=\sum_{i\ne j}C_{ij}(N_i,N_j)\,g_{ij}(r_{ij}).$$

Suppose that each $C_{ij}$ is differentiable, that $g_{ij}=g_{ji}$ and $h_{ij}$ are differentiable at positive distances, and that the distances $r_{ij}$ between different atoms are differentiable in time. At any time when the distances are symmetric and positive,

$$E'=\sum_{i\ne j}\bigl(C_{ij}\,g_{ij}'(r_{ij})+a_i\,h_{ij}'(r_{ij})\bigr)\,r_{ij}',\qquad a_i=\sum_{j\ne i}(\partial_1C_{ij}+\partial_2C_{ji})\,g_{ij}(r_{ij}).$$

Here $\partial_1$ and $\partial_2$ are derivatives in the first and second coordination number, with $C_{ij}$ taken at $(N_i,N_j)$ and $C_{ji}$ at $(N_j,N_i)$. Once the $N_i$ are known, a first pass over pairs gives the $a_i$ and a second gives the gradient. Such terms enter the forces when a density-functional calculation carries a dispersion correction of this kind; the model here is a finite cluster, without periodic images, stress or three-body terms.

```lean
import Mathlib

open Finset

namespace DispersionGradient

noncomputable section
```

## The model and its conventions

The functions may differ from pair to pair. Differentiability of $g_{ij}$ and $h_{ij}$ is required only at positive distances, which admits inverse powers such as $d^{-6}$. The coefficients need no symmetry.

```lean
/-- A pairwise dispersion model: coefficients `C i j` depending on two coordination numbers,
symmetric radial functions `g i j`, and counting functions `h i j`. The coefficients are
differentiable everywhere; the radial and counting functions are differentiable at positive
distances. -/
structure DispersionModel (ι : Type*) where
  C : ι → ι → ℝ × ℝ → ℝ
  g : ι → ι → ℝ → ℝ
  h : ι → ι → ℝ → ℝ
  C_diff : ∀ i j, Differentiable ℝ (C i j)
  g_diff : ∀ i j d, 0 < d → DifferentiableAt ℝ (g i j) d
  h_diff : ∀ i j d, 0 < d → DifferentiableAt ℝ (h i j) d
  g_symm : ∀ i j, g i j = g j i
```

Sums run over ordered pairs, so each pair of atoms occurs twice; a prefactor $-\tfrac12$ can be absorbed into $C_{ij}$. In Lean, $j\ne i$ is written `j ∈ univ.erase i`.

## Exchanging the labels

The argument turns on one relabelling:

$$\sum_{i\ne j}f_{ij}=\sum_{i\ne j}f_{ji}.$$

The inner range depends on the outer index, so the exchange rule for independent ranges does not apply directly. Mathlib's `Finset.sum_comm'` handles dependent ranges: it asks for a proof that both orders of summation describe the same set of pairs. After simplification, that condition is just $j\ne i\iff i\ne j$, which `ne_comm` supplies.

```lean
variable {ι : Type*} [Fintype ι] [DecidableEq ι]

/-- Exchanging the two atom labels leaves a sum over ordered pairs of distinct atoms unchanged. -/
theorem sum_pairs_swap (f : ι → ι → ℝ) :
    ∑ i, ∑ j ∈ univ.erase i, f i j = ∑ i, ∑ j ∈ univ.erase i, f j i := by
  refine Finset.sum_comm' ?_
  intro x y
  simp only [mem_univ, mem_erase, true_and, and_true]
  exact ne_comm
```

## Energy and precomputed sensitivities

The coordination number $N_i$ is a function of the table of distances `r`.

```lean
namespace DispersionModel

variable (M : DispersionModel ι)

/-- The coordination number `N_i`, summed over all other atoms. -/
def coord (r : ι → ι → ℝ) (i : ι) : ℝ := ∑ k ∈ univ.erase i, M.h i k (r i k)
```

The energy weights each radial function by its coefficient at the current coordination numbers.

```lean
/-- The dispersion energy, summed over ordered pairs of distinct atoms. -/
def energy (r : ι → ι → ℝ) : ℝ :=
  ∑ i, ∑ j ∈ univ.erase i, M.C i j (M.coord r i, M.coord r j) * M.g i j (r i j)
```

The derivative of $C_{ij}$ at $(N_i,N_j)$ is a linear map on $\mathbb R^2$. Applied to $(1,0)$, it gives $\partial_1C_{ij}$.

```lean
/-- The partial derivative of `C i j` in its first coordination number. -/
def d1 (r : ι → ι → ℝ) (i j : ι) : ℝ :=
  fderiv ℝ (M.C i j) (M.coord r i, M.coord r j) (1, 0)
```

Applied to $(0,1)$, it gives $\partial_2C_{ij}$.

```lean
/-- The partial derivative of `C i j` in its second coordination number. -/
def d2 (r : ι → ι → ℝ) (i j : ι) : ℝ :=
  fderiv ℝ (M.C i j) (M.coord r i, M.coord r j) (0, 1)
```

The number $a_i$ collects every place where $N_i$ enters the energy: as first argument of $C_{ij}$ and as second argument of $C_{ji}$.

```lean
/-- First pass: the quantity `a_i`, one number per atom. -/
def sens (r : ι → ι → ℝ) (i : ι) : ℝ :=
  ∑ j ∈ univ.erase i, (M.d1 r i j + M.d2 r j i) * M.g i j (r i j)
```

The factor multiplying $r_{ij}'$ is $P_{ij}=C_{ij}\,g_{ij}'(r_{ij})+a_i\,h_{ij}'(r_{ij})$. In general $P_{ij}\ne P_{ji}$.

```lean
/-- Second pass: the coefficient `C_ij g' + a_i h'` of the distance rate of a pair. -/
def pairCoeff (r : ι → ι → ℝ) (i j : ι) : ℝ :=
  M.C i j (M.coord r i, M.coord r j) * deriv (M.g i j) (r i j)
    + M.sens r i * deriv (M.h i j) (r i j)
```

## From distance rates to the energy rate

Differentiating the coordination number term by term gives

$$N_i'=\sum_{k\ne i}h_{ik}'(r_{ik})\,r_{ik}'.$$

The right-hand side is named first.

```lean
/-- The rate of change of `N_i` for given distances `r` and distance rates `r'`. -/
def coordRate (r r' : ι → ι → ℝ) (i : ι) : ℝ :=
  ∑ k ∈ univ.erase i, deriv (M.h i k) (r i k) * r' i k
```

The one-variable chain rule, applied to each term, shows that it is the time derivative. Positivity of the distances makes $h_{ik}$ differentiable where it is needed.

```lean
/-- Coordination numbers change in time at the rate `coordRate`. -/
theorem hasDerivAt_coord (r : ℝ → ι → ι → ℝ) (r' : ι → ι → ℝ) (t : ℝ)
    (hpos : ∀ i j, i ≠ j → 0 < r t i j)
    (hr : ∀ i j, i ≠ j → HasDerivAt (fun s => r s i j) (r' i j) t) (i : ι) :
    HasDerivAt (fun s => M.coord (r s) i) (M.coordRate (r t) r' i) t := by
  unfold coord coordRate
  refine HasDerivAt.fun_sum fun k hk => ?_
  have hne : i ≠ k := (Finset.ne_of_mem_erase hk).symm
  exact (M.h_diff i k _ (hpos i k hne)).hasDerivAt.comp t (hr i k hne)
```

The coefficients respond to arbitrary rates $n_i$ of the coordination numbers by $\partial_1C_{ij}\,n_i+\partial_2C_{ij}\,n_j$. Relabelling the second part and using $g_{ji}(r_{ji})=g_{ij}(r_{ij})$ yields

$$\begin{aligned}
\sum_{i\ne j}(\partial_1C_{ij}\,n_i+\partial_2C_{ij}\,n_j)\,g_{ij}
&=\sum_{i\ne j}(\partial_1C_{ij}+\partial_2C_{ji})\,g_{ij}\,n_i\\
&=\sum_i a_i n_i.
\end{aligned}$$

The Lean proof splits the sum, rewrites one half with the label exchange, and recombines the halves.

```lean
/-- The response of the energy to arbitrary coordination-number rates `n` collects into
one term `a_i n_i` per atom. -/
theorem sum_response (r : ι → ι → ℝ) (hsymm : ∀ i j, r i j = r j i) (n : ι → ℝ) :
    ∑ i, ∑ j ∈ univ.erase i, (M.d1 r i j * n i + M.d2 r i j * n j) * M.g i j (r i j)
      = ∑ i, M.sens r i * n i := by
  have sw := sum_pairs_swap (fun i j => M.d2 r i j * n j * M.g i j (r i j))
  simp only [add_mul, Finset.sum_add_distrib]
  -- relabel the terms in which the second atom responds
  rw [sw]
  simp only [← Finset.sum_add_distrib, sens, Finset.sum_mul]
  refine Finset.sum_congr rfl fun i _ => Finset.sum_congr rfl fun j _ => ?_
  rw [M.g_symm j i, hsymm j i]
  ring
```

Symmetry of $g$ matters here. For a purely mathematical example, with a counting function that is not physical because it grows with distance, take two atoms with $h_{12}(d)=h_{21}(d)=d$, $C_{12}(N_1,N_2)=N_2$, $C_{21}=0$, and constants $g_{12}=1$, $g_{21}=0$. Then $E=N_2=r_{21}$, so $E'=r_{21}'$. But $a_1=a_2=0$ and $g'=0$, and the two-pass formula would give zero even while the atoms separate.

For the full derivative, the chain and product rules give

$$E'=\sum_{i\ne j}\bigl[(\partial_1C_{ij}N_i'+\partial_2C_{ij}N_j')\,g_{ij}+C_{ij}\,g_{ij}'\,r_{ij}'\bigr].$$

By the previous identity with $n_i=N_i'$, the first part is

$$\sum_i a_iN_i'=\sum_{i\ne j}a_i\,h_{ij}'\,r_{ij}',$$

and adding the second part gives $\sum_{i\ne j}P_{ij}r_{ij}'$. In the proof, `hC` is the chain rule, obtained by decomposing the rate vector $(N_i',N_j')$ along $(1,0)$ and $(0,1)$; `key` is the product rule; `sum_response` then collects the terms. `HasDerivAt` states that the derivative exists and has the given value.

```lean
/-- Two-pass dispersion gradient: `E' = ∑_{i≠j} (C_ij g'(r_ij) + a_i h'(r_ij)) r_ij'`. -/
theorem hasDerivAt_energy (r : ℝ → ι → ι → ℝ) (r' : ι → ι → ℝ) (t : ℝ)
    (hsymm : ∀ i j, r t i j = r t j i) (hpos : ∀ i j, i ≠ j → 0 < r t i j)
    (hr : ∀ i j, i ≠ j → HasDerivAt (fun s => r s i j) (r' i j) t) :
    HasDerivAt (fun s => M.energy (r s))
      (∑ i, ∑ j ∈ univ.erase i, M.pairCoeff (r t) i j * r' i j) t := by
  have hN := M.hasDerivAt_coord r r' t hpos hr
  -- chain rule for the coefficients
  have hC : ∀ i j, HasDerivAt (fun s => M.C i j (M.coord (r s) i, M.coord (r s) j))
      (M.d1 (r t) i j * M.coordRate (r t) r' i
        + M.d2 (r t) i j * M.coordRate (r t) r' j) t := by
    intro i j
    have h := (M.C_diff i j (M.coord (r t) i, M.coord (r t) j)).hasFDerivAt.comp_hasDerivAt t
      ((hN i).prodMk (hN j))
    refine h.congr_deriv ?_
    have e : ∀ a b : ℝ, (a, b) = a • ((1, 0) : ℝ × ℝ) + b • ((0, 1) : ℝ × ℝ) := by
      intro a b
      ext <;> simp
    rw [e (M.coordRate (r t) r' i), map_add, map_smul, map_smul, smul_eq_mul, smul_eq_mul]
    unfold d1 d2
    ring
  -- product rule, pair by pair
  have key : HasDerivAt (fun s => M.energy (r s))
      (∑ i, ∑ j ∈ univ.erase i,
        ((M.d1 (r t) i j * M.coordRate (r t) r' i + M.d2 (r t) i j * M.coordRate (r t) r' j)
            * M.g i j (r t i j)
          + M.C i j (M.coord (r t) i, M.coord (r t) j)
            * (deriv (M.g i j) (r t i j) * r' i j))) t := by
    unfold energy
    refine HasDerivAt.fun_sum fun i _ => HasDerivAt.fun_sum fun j hj => ?_
    have hne : i ≠ j := (Finset.ne_of_mem_erase hj).symm
    exact (hC i j).fun_mul
      ((M.g_diff i j _ (hpos i j hne)).hasDerivAt.comp t (hr i j hne))
  refine key.congr_deriv ?_
  simp only [Finset.sum_add_distrib]
  rw [M.sum_response (r t) hsymm]
  simp only [pairCoeff, coordRate, add_mul, Finset.sum_add_distrib, Finset.mul_sum, mul_assoc]
  exact add_comm _ _
```

## Forces on the atoms

Let the positions $x_i$ lie in a real inner product space `V`, for instance $\mathbb R^3$, and set $r_{ij}=\lVert x_i-x_j\rVert$.

```lean
variable {V : Type*} [NormedAddCommGroup V] [InnerProductSpace ℝ V]

/-- The interatomic distances of a configuration `x`. -/
def distances (x : ι → V) (i j : ι) : ℝ := ‖x i - x j‖
```

The force on atom $m$ combines both ordered contributions of each pair:

$$F_m=-\sum_{j\ne m}\frac{P_{mj}+P_{jm}}{r_{mj}}\,(x_m-x_j).$$

```lean
/-- The force on atom `m`, assembled from the pair coefficients along the directions to all other
atoms. -/
def force (x : ι → V) (m : ι) : V :=
  -∑ j ∈ univ.erase m,
    ((M.pairCoeff (distances x) m j + M.pairCoeff (distances x) j m) / ‖x m - x j‖)
      • (x m - x j)
```

For velocities $v_i$, split $v_i-v_j$ and exchange labels in the part containing $v_j$. The vector $x_i-x_j$ changes sign, so the two parts add:

$$\begin{aligned}
\sum_{i\ne j}P_{ij}\frac{(x_i-x_j)\cdot(v_i-v_j)}{r_{ij}}
&=\sum_{i\ne j}\frac{P_{ij}+P_{ji}}{r_{ij}}(x_i-x_j)\cdot v_i\\
&=-\sum_mF_m\cdot v_m.
\end{aligned}$$

```lean
/-- The power of the forces for atomic velocities `v`, written as a sum over pairs. -/
theorem power_eq (x v : ι → V) :
    ∑ m, inner ℝ (M.force x m) (v m)
      = -∑ i, ∑ j ∈ univ.erase i, M.pairCoeff (distances x) i j
          * (inner ℝ (x i - x j) (v i - v j) / ‖x i - x j‖) := by
  have sw := sum_pairs_swap (fun i j =>
    M.pairCoeff (distances x) i j / ‖x i - x j‖ * inner ℝ (x i - x j) (v j))
  have split : ∑ i, ∑ j ∈ univ.erase i, M.pairCoeff (distances x) i j
          * (inner ℝ (x i - x j) (v i - v j) / ‖x i - x j‖)
      = ∑ i, ∑ j ∈ univ.erase i,
          M.pairCoeff (distances x) i j / ‖x i - x j‖ * inner ℝ (x i - x j) (v i)
        - ∑ i, ∑ j ∈ univ.erase i,
          M.pairCoeff (distances x) i j / ‖x i - x j‖ * inner ℝ (x i - x j) (v j) := by
    simp only [← Finset.sum_sub_distrib]
    refine Finset.sum_congr rfl fun i _ => Finset.sum_congr rfl fun j _ => ?_
    rw [inner_sub_right]
    ring
  rw [split, sw]
  simp only [force, inner_neg_left, sum_inner, real_inner_smul_left, Finset.sum_neg_distrib,
    ← Finset.sum_sub_distrib]
  congr 1
  refine Finset.sum_congr rfl fun i _ => Finset.sum_congr rfl fun j _ => ?_
  rw [norm_sub_rev (x j) (x i), ← neg_sub (x i) (x j), inner_neg_left]
  ring
```

For distinct positions, differentiating $r_{ij}^2$ gives $2r_{ij}r_{ij}'=2(x_i-x_j)\cdot(v_i-v_j)$, hence

$$r_{ij}'=\frac{(x_i-x_j)\cdot(v_i-v_j)}{r_{ij}}.$$

Inserting this into the two-pass formula gives $E'=-\sum_mF_m\cdot v_m$. The hypothesis `hinj` says that no two atoms coincide at time $t$; Lean differentiates the distance as the square root of its square.

```lean
/-- Along any differentiable motion through a configuration of distinct atomic positions,
the energy changes at minus the power of the forces. -/
theorem hasDerivAt_energy_motion (x : ℝ → ι → V) (v : ι → V) (t : ℝ)
    (hinj : Function.Injective (x t)) (hx : ∀ i, HasDerivAt (fun s => x s i) (v i) t) :
    HasDerivAt (fun s => M.energy (distances (x s)))
      (-∑ m, inner ℝ (M.force (x t) m) (v m)) t := by
  have hpos : ∀ i j, i ≠ j → 0 < ‖x t i - x t j‖ := fun i j hij =>
    norm_pos_iff.mpr (sub_ne_zero.mpr (hinj.ne hij))
  rw [M.power_eq, neg_neg]
  refine M.hasDerivAt_energy (fun s => distances (x s))
    (fun i j => inner ℝ (x t i - x t j) (v i - v j) / ‖x t i - x t j‖) t
    (fun i j => norm_sub_rev _ _) hpos ?_
  intro i j hij
  -- differentiate the distance as the root of its square
  have h0 : HasDerivAt (fun s => ‖x s i - x s j‖ ^ 2)
      (2 * inner ℝ (x t i - x t j) (v i - v j)) t := ((hx i).fun_sub (hx j)).norm_sq
  have h1 := h0.sqrt (pow_pos (hpos i j hij) 2).ne'
  simp only [Real.sqrt_sq, norm_nonneg] at h1
  exact h1.congr_deriv (mul_div_mul_left _ _ two_ne_zero)
```

## Translations and rotations

If all velocities equal the same vector $u$, every difference $v_i-v_j$ vanishes. Therefore $(\sum_mF_m)\cdot u=0$ for every $u$, and the total force is zero.

```lean
/-- The dispersion forces on all atoms sum to zero. -/
theorem sum_force (x : ι → V) : ∑ m, M.force x m = 0 := by
  apply ext_inner_right ℝ
  intro u
  rw [sum_inner, inner_zero_left]
  exact (M.power_eq x (fun _ => u)).trans (by simp)
```

An infinitesimal rotation is a linear map $A$ with $y\cdot Ay=0$ for all $y$. With $v_m=Ax_m$, linearity gives $v_i-v_j=A(x_i-x_j)$, which is orthogonal to $x_i-x_j$. Every pair term vanishes, so the forces do no work. In three dimensions, the choice $Ay=\omega\times y$ turns this into the vanishing of the total torque.

These two identities carry no hypothesis of distinct positions. In Lean, quotients by zero and derivatives that do not exist still have a value, and for coinciding atoms the factor $x_m-x_j=0$ removes the pair term whatever that value is. The physical reading is for distinct atoms.

```lean
/-- The dispersion forces do no work under an infinitesimal rotation `A`, a linear map that
sends every vector to one orthogonal to it. -/
theorem rotation_power (x : ι → V) (A : V →ₗ[ℝ] V) (hA : ∀ y, inner ℝ y (A y) = 0) :
    ∑ m, inner ℝ (M.force x m) (A (x m)) = 0 := by
  refine (M.power_eq x (fun m => A (x m))).trans ?_
  simp only [← map_sub, hA, zero_div, mul_zero, Finset.sum_const_zero, neg_zero]

end DispersionModel

end

end DispersionGradient
```

```lean
#print axioms DispersionGradient.DispersionModel.hasDerivAt_energy
-- 'DispersionGradient.DispersionModel.hasDerivAt_energy' depends on axioms: [propext, Classical.choice, Quot.sound]
#print axioms DispersionGradient.DispersionModel.hasDerivAt_energy_motion
-- 'DispersionGradient.DispersionModel.hasDerivAt_energy_motion' depends on axioms: [propext, Classical.choice, Quot.sound]
#print axioms DispersionGradient.DispersionModel.sum_force
-- 'DispersionGradient.DispersionModel.sum_force' depends on axioms: [propext, Classical.choice, Quot.sound]
#print axioms DispersionGradient.DispersionModel.rotation_power
-- 'DispersionGradient.DispersionModel.rotation_power' depends on axioms: [propext, Classical.choice, Quot.sound]
```
